# Regularized stochastic reconfiguration gives the same update in parameter space and in sample space

When a variational Monte Carlo wave function has many more parameters than there are samples in a batch, the regularized stochastic reconfiguration step can be computed by solving a linear system the size of the batch (twice that size for real parameters in a complex wave function) instead of one the size of the parameter set. This replacement is exact for any fixed finite batch when the regularization adds a positive multiple of the identity; it says nothing about sampling error or convergence of the optimization.

Let $M$ be the number of samples, $P$ the number of parameters, and $X$ a complex $M\times P$ matrix whose row for a given sample holds the log-derivatives, that is, the derivatives of the logarithm of the wave function with respect to the parameters, evaluated at the sampled configuration. In Lean, `M` and `P` are finite index types, and their sizes are `Fintype.card M` and `Fintype.card P`.

```lean
import Mathlib

open Matrix Filter Topology
open scoped ComplexOrder

namespace StochasticReconfiguration

noncomputable section

variable {M P : Type*} [Fintype M] [DecidableEq M] [Fintype P] [DecidableEq P]
```

Write $X^*$ for the conjugate transpose, `Xᴴ` in the code. The parameter-space matrix is $S=X^*X$. It is the usual sample covariance if the columns of $X$ have been centred and divided by $\sqrt M$, but $X$ is arbitrary here.

```lean
/-- The parameter-space matrix `X* X` built from the sampled log-derivatives `X`
(rows are samples, columns are variational parameters). -/
def geometricTensor (X : Matrix M P ℂ) : Matrix P P ℂ := Xᴴ * X
```

The sample-space matrix is $T=XX^*$.

```lean
/-- The sample-space matrix `X X*` of overlaps between the log-derivatives at two samples. -/
def sampleKernel (X : Matrix M P ℂ) : Matrix M M ℂ := X * Xᴴ
```

Let $\varepsilon\in\mathbb C^M$ be the sampled residuals, `e` in the code, with sign, step size and normalisation absorbed. In practice they come from local energies; the theorems allow any vector. For a real shift $\lambda$, which when positive damps directions that the samples barely determine, the parameter-space update is $(S+\lambda)^{-1}X^*\varepsilon$.

```lean
/-- The regularized stochastic reconfiguration update, computed in parameter space from the
sampled residuals `e`. -/
def srUpdate (X : Matrix M P ℂ) (lam : ℝ) (e : M → ℂ) : P → ℂ :=
  (geometricTensor X + (lam : ℂ) • (1 : Matrix P P ℂ))⁻¹ *ᵥ (Xᴴ *ᵥ e)
```

The sample-space update is $X^*(T+\lambda)^{-1}\varepsilon$. Both updates are complex, which suits complex parameters on which the wave function depends holomorphically. For purely real parameters one uses $\operatorname{Re}(X^*X)$ and $\operatorname{Re}(X^*\varepsilon)$ instead; stacking the real and imaginary parts of $X$ and $\varepsilon$ into $2M$ rows brings that case into this setting, with a sample-space system of size $2M$, and if $X$ and $\varepsilon$ are already real no stacking is needed.

```lean
/-- The regularized update computed in sample space and then mapped to the parameters by `X*`. -/
def minSRUpdate (X : Matrix M P ℂ) (lam : ℝ) (e : M → ℂ) : P → ℂ :=
  Xᴴ *ᵥ ((sampleKernel X + (lam : ℂ) • (1 : Matrix M M ℂ))⁻¹ *ᵥ e)
```

## A positive shift removes every null vector

Suppose $\lambda>0$ and $(S+\lambda)v=0$ with $v\neq0$. Multiplying by $v^*$ gives
$$0=v^*X^*Xv+\lambda v^*v=\|Xv\|^2+\lambda\|v\|^2>0,$$
a contradiction. Lean obtains $v$ from a vanishing determinant, rewrites the quadratic form as this sum in `h1`, and proves the signs of its parts in `ha`, `hb` and `hc`. Invertibility is expressed as the determinant being a unit.

```lean
omit [DecidableEq M] in
/-- A positive diagonal shift makes the parameter-space matrix invertible. -/
theorem isUnit_det_geometricTensor_add (X : Matrix M P ℂ) {lam : ℝ} (hl : 0 < lam) :
    IsUnit (geometricTensor X + (lam : ℂ) • (1 : Matrix P P ℂ)).det := by
  rw [isUnit_iff_ne_zero]
  intro h0
  obtain ⟨v, hv, hv0⟩ := Matrix.exists_mulVec_eq_zero_iff.mpr h0
  -- a null vector would satisfy ‖X v‖² + lam ‖v‖² = 0
  have h1 : star v ⬝ᵥ ((geometricTensor X + (lam : ℂ) • (1 : Matrix P P ℂ)) *ᵥ v) = 0 := by
    rw [hv0, dotProduct_zero]
  rw [Matrix.add_mulVec, Matrix.smul_mulVec, Matrix.one_mulVec, dotProduct_add,
    dotProduct_smul, smul_eq_mul, geometricTensor, ← Matrix.mulVec_mulVec,
    Matrix.dotProduct_mulVec, ← Matrix.star_mulVec] at h1
  have ha : 0 ≤ star (X *ᵥ v) ⬝ᵥ (X *ᵥ v) := dotProduct_star_self_nonneg _
  have hb : 0 < star v ⬝ᵥ v :=
    lt_of_le_of_ne (dotProduct_star_self_nonneg v)
      (Ne.symm (mt dotProduct_star_self_eq_zero.mp hv))
  have hc : (0 : ℂ) < (lam : ℂ) := by exact_mod_cast hl
  exact (add_pos_of_nonneg_of_pos ha (mul_pos hc hb)).ne' h1
```

Replacing $X$ by $X^*$ turns $X^*X$ into $XX^*$, so the same argument covers $T+\lambda$.

```lean
omit [DecidableEq P] in
/-- A positive diagonal shift makes the sample-space matrix invertible. -/
theorem isUnit_det_sampleKernel_add (X : Matrix M P ℂ) {lam : ℝ} (hl : 0 < lam) :
    IsUnit (sampleKernel X + (lam : ℂ) • (1 : Matrix M M ℂ)).det := by
  have h := isUnit_det_geometricTensor_add Xᴴ hl
  rwa [geometricTensor, Matrix.conjTranspose_conjTranspose] at h
```

The condition on $\lambda$ matters. Take $M=1$, $P=2$, $X=(1\;\;0)$ and $\lambda=0$. Then $S=\operatorname{diag}(1,0)$ has no inverse, and $Sd=X^*\varepsilon$ is solved by $d=(\varepsilon,t)$ for every $t$, whereas the sample-space formula selects $(\varepsilon,0)$.

## Few samples leave the bare matrix singular

The rank of a product is at most that of its right factor, and $X$ has $M$ rows, so
$$\operatorname{rank}(X^*X)\le\operatorname{rank}X\le M.$$

```lean
omit [DecidableEq M] [DecidableEq P] in
/-- The rank of the parameter-space matrix is at most the number of samples. -/
theorem rank_geometricTensor_le (X : Matrix M P ℂ) :
    (geometricTensor X).rank ≤ Fintype.card M :=
  (Matrix.rank_mul_le_right Xᴴ X).trans (Matrix.rank_le_card_height X)
```

If $M<P$, an invertible $S$ would have rank $P>M$, contradicting this bound. Hence $\det S=0$.

```lean
omit [DecidableEq M] in
/-- With fewer samples than parameters, the unregularized parameter-space matrix is singular. -/
theorem det_geometricTensor_eq_zero (X : Matrix M P ℂ)
    (h : Fintype.card M < Fintype.card P) : (geometricTensor X).det = 0 := by
  by_contra h0
  have hu : IsUnit (geometricTensor X) :=
    (Matrix.isUnit_iff_isUnit_det _).mpr (isUnit_iff_ne_zero.mpr h0)
  have h1 := Matrix.rank_of_isUnit _ hu
  have h2 := rank_geometricTensor_le X
  omega
```

## Moving the inverse through $X^*$

Expanding both sides gives
$$(X^*X+\lambda)X^*=X^*XX^*+\lambda X^*=X^*(XX^*+\lambda).$$
For $\lambda>0$ the matrices $A=S+\lambda$ and $B=T+\lambda$ are invertible, and the identity reads $AX^*=X^*B$, so
$$A^{-1}X^*=A^{-1}X^*BB^{-1}=A^{-1}AX^*B^{-1}=X^*B^{-1}.$$
The `calc` block follows this chain, with the intertwining relation supplied by `h`.

```lean
/-- The regularized inverse can be moved through `X*`, from parameter space to sample space. -/
theorem inv_mul_conjTranspose (X : Matrix M P ℂ) {lam : ℝ} (hl : 0 < lam) :
    (geometricTensor X + (lam : ℂ) • (1 : Matrix P P ℂ))⁻¹ * Xᴴ =
      Xᴴ * (sampleKernel X + (lam : ℂ) • (1 : Matrix M M ℂ))⁻¹ := by
  have hA := isUnit_det_geometricTensor_add X hl
  have hB := isUnit_det_sampleKernel_add X hl
  -- X* intertwines the two regularized matrices
  have h : (geometricTensor X + (lam : ℂ) • (1 : Matrix P P ℂ)) * Xᴴ =
      Xᴴ * (sampleKernel X + (lam : ℂ) • (1 : Matrix M M ℂ)) := by
    rw [geometricTensor, sampleKernel, Matrix.add_mul, Matrix.mul_add, Matrix.smul_mul,
      Matrix.mul_smul, Matrix.one_mul, Matrix.mul_one, Matrix.mul_assoc]
  generalize geometricTensor X + (lam : ℂ) • (1 : Matrix P P ℂ) = A at *
  generalize sampleKernel X + (lam : ℂ) • (1 : Matrix M M ℂ) = B at *
  calc A⁻¹ * Xᴴ = A⁻¹ * (Xᴴ * (B * B⁻¹)) := by
        rw [Matrix.mul_nonsing_inv _ hB, Matrix.mul_one]
    _ = A⁻¹ * (A * Xᴴ) * B⁻¹ := by
        rw [h]
        simp only [Matrix.mul_assoc]
    _ = Xᴴ * B⁻¹ := by
        rw [← Matrix.mul_assoc A⁻¹, Matrix.nonsing_inv_mul _ hA, Matrix.one_mul]
```

Applying both sides to $\varepsilon$ makes the two updates equal.

```lean
/-- The parameter-space and sample-space regularized updates coincide for every vector of
sampled residuals. -/
theorem srUpdate_eq_minSRUpdate (X : Matrix M P ℂ) {lam : ℝ} (hl : 0 < lam) (e : M → ℂ) :
    srUpdate X lam e = minSRUpdate X lam e := by
  rw [srUpdate, minSRUpdate, Matrix.mulVec_mulVec, Matrix.mulVec_mulVec,
    inv_mul_conjTranspose X hl]
```

The result can also be put without inverting the large matrix: for $\lambda>0$, a parameter change $d$ satisfies $(S+\lambda)d=X^*\varepsilon$ if and only if it is the sample-space update. One direction multiplies the equation by $A^{-1}$; the other substitutes the update and cancels $AA^{-1}$.

```lean
/-- A parameter change solves the regularized stochastic reconfiguration equation exactly when
it is the sample-space update. -/
theorem solves_iff_eq_minSRUpdate (X : Matrix M P ℂ) {lam : ℝ} (hl : 0 < lam)
    (e : M → ℂ) (d : P → ℂ) :
    (geometricTensor X + (lam : ℂ) • (1 : Matrix P P ℂ)) *ᵥ d = Xᴴ *ᵥ e ↔
      d = minSRUpdate X lam e := by
  have hA := isUnit_det_geometricTensor_add X hl
  constructor
  · intro h
    rw [← srUpdate_eq_minSRUpdate X hl e, srUpdate, ← h, Matrix.mulVec_mulVec,
      Matrix.nonsing_inv_mul _ hA, Matrix.one_mulVec]
  · rintro rfl
    rw [← srUpdate_eq_minSRUpdate X hl e, srUpdate, Matrix.mulVec_mulVec,
      Matrix.mul_nonsing_inv _ hA, Matrix.one_mulVec]
```

## Removing the shift

Now assume that $T$ is invertible, which means that the rows of $X$ are linearly independent. Since
$$(T+\lambda)^{-1}=\frac{\operatorname{adj}(T+\lambda)}{\det(T+\lambda)}$$
and the denominator is nonzero at $\lambda=0$, the inverse is continuous there. Therefore
$$\lim_{\lambda\to0^+}(S+\lambda)^{-1}X^*\varepsilon=X^*T^{-1}\varepsilon,$$
even when $S$ is singular. Lean proves the limit for the sample-space expression, then uses the equality of updates at positive $\lambda$; `𝓝[>] 0` denotes the approach from above.

```lean
/-- If the sample-space matrix is invertible, the parameter-space update converges, as the
regularization is removed, to the unregularized sample-space formula. -/
theorem tendsto_srUpdate (X : Matrix M P ℂ) (hX : IsUnit (sampleKernel X).det) (e : M → ℂ) :
    Tendsto (fun lam : ℝ => srUpdate X lam e) (𝓝[>] 0)
      (𝓝 (Xᴴ *ᵥ ((sampleKernel X)⁻¹ *ᵥ e))) := by
  have hA : Continuous
      (fun l : ℝ => sampleKernel X + (l : ℂ) • (1 : Matrix M M ℂ)) :=
    continuous_const.add (Complex.continuous_ofReal.smul continuous_const)
  -- the inverse is the adjugate divided by a determinant that does not vanish at zero
  have hinv : ContinuousAt
      (fun l : ℝ => (sampleKernel X + (l : ℂ) • (1 : Matrix M M ℂ))⁻¹) 0 := by
    simp only [Matrix.inv_def, Ring.inverse_eq_inv']
    exact (hA.matrix_det.continuousAt.inv₀ (by simpa using hX.ne_zero)).smul
      hA.matrix_adjugate.continuousAt
  have hF : Continuous (fun B : Matrix M M ℂ => Xᴴ *ᵥ (B *ᵥ e)) :=
    continuous_const.matrix_mulVec (continuous_id.matrix_mulVec continuous_const)
  have h := (hF.tendsto _).comp hinv.tendsto
  simp only [Complex.ofReal_zero, zero_smul, add_zero] at h
  -- for positive regularization the two updates agree
  refine (h.mono_left nhdsWithin_le_nhds).congr' ?_
  filter_upwards [self_mem_nhdsWithin] with lam hlam
  exact (srUpdate_eq_minSRUpdate X hlam e).symm
```

The limiting update $d_0=X^*T^{-1}\varepsilon$ fits every sampled residual, because $Xd_0=XX^*T^{-1}\varepsilon=TT^{-1}\varepsilon=\varepsilon$.

```lean
omit [DecidableEq P] in
/-- If the sample-space matrix is invertible, the unregularized sample-space formula reproduces
the residuals exactly on every sample. -/
theorem mulVec_unregularized (X : Matrix M P ℂ) (hX : IsUnit (sampleKernel X).det)
    (e : M → ℂ) : X *ᵥ (Xᴴ *ᵥ ((sampleKernel X)⁻¹ *ᵥ e)) = e := by
  have h : sampleKernel X *ᵥ ((sampleKernel X)⁻¹ *ᵥ e) = e := by
    rw [Matrix.mulVec_mulVec, Matrix.mul_nonsing_inv _ hX, Matrix.one_mulVec]
  rw [Matrix.mulVec_mulVec]
  exact h

end

end StochasticReconfiguration
```

The assumption on $T$ excludes data centred by the batch mean: the rows of $X$ then sum to zero, so the constant vector is a null vector of $T$. The equality at $\lambda>0$ is unaffected by centring.

```lean
#print axioms StochasticReconfiguration.det_geometricTensor_eq_zero
#print axioms StochasticReconfiguration.solves_iff_eq_minSRUpdate
#print axioms StochasticReconfiguration.tendsto_srUpdate
#print axioms StochasticReconfiguration.mulVec_unregularized
```

```
'StochasticReconfiguration.det_geometricTensor_eq_zero' depends on axioms: [propext, Classical.choice, Quot.sound]
'StochasticReconfiguration.solves_iff_eq_minSRUpdate' depends on axioms: [propext, Classical.choice, Quot.sound]
'StochasticReconfiguration.tendsto_srUpdate' depends on axioms: [propext, Classical.choice, Quot.sound]
'StochasticReconfiguration.mulVec_unregularized' depends on axioms: [propext, Classical.choice, Quot.sound]
```
